# Perturbations smaller than the Crawford bound keep a Hermitian pencil definite

Let H, S, E and F be Hermitian operators. For a unit vector x, put

u = (⟨x,Hx⟩, ⟨x,Sx⟩),  d = (⟨x,Ex⟩, ⟨x,Fx⟩),  w = u + d.

If ‖u‖ ≥ c and ‖d‖ ≤ eps < c for every unit x, then for every unit x

‖w‖ ≥ c − eps,
|u₁w₂ − u₂w₁| ≤ (eps/c) ‖u‖ ‖w‖.

The left side of the second line is ‖u‖‖w‖ times the sine of the angle between u and w, so that sine is at most eps/c. The angle is also acute, because u·w ≥ ‖u‖(‖u‖ − eps) > 0, and it is therefore at most arcsin(eps/c).

In electronic structure the pair (H, S) is the Hamiltonian and overlap matrix of a non-orthogonal basis, and the result controls the effect of errors in both matrices as long as their combined size eps stays below c.

## The pencil as a set of points in the plane

The space `V` is any complex inner product space, and the operators are linear maps defined on all of it. Matrices acting on coefficient vectors with the Euclidean norm are included; an unbounded Hamiltonian with a smaller domain is not.

```lean
import Mathlib

open ComplexConjugate

namespace DefinitePencil

noncomputable section

variable {V : Type*} [NormedAddCommGroup V] [InnerProductSpace ℂ V]
```

The expectation value is defined as a real part, so it is a real number for every operator. Part (a) shows that nothing is lost when the operator is Hermitian.

```lean
/-- The real part of the expectation value of the operator `A` in the state `x`. -/
def expect (A : V →ₗ[ℂ] V) (x : V) : ℝ := (inner ℂ x (A x)).re
```

The point u is stored as the complex number u₁ + iu₂, whose modulus is the Euclidean length.

```lean
/-- The point of the plane whose coordinates are the real parts of `⟨x, H x⟩` and `⟨x, S x⟩`,
written as a complex number. -/
def pencilPoint (H S : V →ₗ[ℂ] V) (x : V) : ℂ := ⟨expect H x, expect S x⟩

/-- The cross product `u₁ w₂ - u₂ w₁` of two vectors in the plane. -/
def cross (u w : ℂ) : ℝ := u.re * w.im - u.im * w.re
```

The constant c measures how far the pencil stays from a state in which ⟨H⟩ and ⟨S⟩ vanish together; in such a state the quotient ⟨H⟩/⟨S⟩ would be undetermined. Any lower bound on ‖u‖ over the unit vectors will do, and the largest one is the Crawford number. A Hermitian pencil, that is a pair (H, S) of Hermitian operators, is called definite if it has a positive bound c. Since ‖u‖ combines an energy and an overlap in one length, c and eps depend on the energy unit chosen for H and E.

```lean
/-- The points of the pencil `(H, S)` for unit vectors keep at least the distance `c`
from the origin. -/
def CrawfordBound (c : ℝ) (H S : V →ₗ[ℂ] V) : Prop :=
  ∀ x : V, ‖x‖ = 1 → c ≤ ‖pencilPoint H S x‖
```

Multiples of the identity serve as the test case in the last two parts.

```lean
/-- The operator that multiplies every state by the real number `a`. -/
def scalarOp (a : ℝ) : V →ₗ[ℂ] V := (a : ℂ) • LinearMap.id
```

## (a) Expectation values of a Hermitian operator are real

**Task.** Show that ⟨x,Ax⟩ equals its own real part when A is Hermitian.

**Solution.** Conjugation swaps the two arguments of the inner product, and Hermiticity moves A back:

conj ⟨x,Ax⟩ = ⟨Ax,x⟩ = ⟨x,Ax⟩.

The imaginary part equals its own negative, so it is zero. In Lean, Hermitian is `A.IsSymmetric`, and the proof compares imaginary parts in the same way.

```lean
/-- The expectation value of a Hermitian operator is real. -/
theorem inner_eq_expect {A : V →ₗ[ℂ] V} (hA : A.IsSymmetric) (x : V) :
    inner ℂ x (A x) = (expect A x : ℂ) := by
  have h : conj (inner ℂ x (A x)) = inner ℂ x (A x) := by
    rw [inner_conj_symm]
    exact hA x x
  have him := congrArg Complex.im h
  rw [Complex.conj_im] at him
  apply Complex.ext
  · rw [Complex.ofReal_re, expect]
  · rw [Complex.ofReal_im]
    linarith
```

## (b) The point of a perturbed pencil is a sum

**Task.** Show that the pencil (H+E, S+F) has the point w = u + d.

**Solution.** The inner product is linear in its second argument, so

⟨x,(H+E)x⟩ = ⟨x,Hx⟩ + ⟨x,Ex⟩,

and likewise for S + F. Taking real parts preserves the sum. The proof checks the two coordinates separately and needs no Hermiticity.

```lean
/-- Perturbing both operators of a pencil shifts its point in the plane by the point of
the perturbation. -/
theorem pencilPoint_add (H S E F : V →ₗ[ℂ] V) (x : V) :
    pencilPoint (H + E) (S + F) x = pencilPoint H S x + pencilPoint E F x := by
  apply Complex.ext <;> simp [pencilPoint, expect]
```

## (c) The cross product is bounded by the difference

**Task.** For plane vectors u and w, show |u₁w₂ − u₂w₁| ≤ ‖w − u‖ ‖w‖.

**Solution.** In complex notation,

u₁w₂ − u₂w₁ = Im(conj(u) w).

Since conj(w) w is real, subtracting it changes nothing:

Im(conj(u) w) = Im(conj(u − w) w).

An imaginary part is at most the modulus, and the modulus of the product is ‖u − w‖ ‖w‖. The step `h` in the proof is this rewriting, and the `calc` block is the estimate.

```lean
/-- The cross product of two plane vectors is at most the length of their difference times
the length of the second. -/
theorem abs_cross_le (u w : ℂ) : |cross u w| ≤ ‖w - u‖ * ‖w‖ := by
  -- subtracting w from u does not change the cross product with w
  have h : cross u w = (conj (u - w) * w).im := by
    simp only [cross, Complex.mul_im, Complex.conj_re, Complex.conj_im,
      Complex.sub_re, Complex.sub_im]
    ring
  rw [h]
  calc |(conj (u - w) * w).im| ≤ ‖conj (u - w) * w‖ := Complex.abs_im_le_norm _
    _ = ‖w - u‖ * ‖w‖ := by rw [norm_mul, RCLike.norm_conj, norm_sub_rev]
```

## (d) The perturbed pencil keeps the bound c − eps

**Task.** Prove the two inequalities stated at the start.

**Solution.** From u = w − d the triangle inequality gives ‖u‖ ≤ ‖w‖ + ‖d‖, hence

‖w‖ ≥ ‖u‖ − ‖d‖ ≥ c − eps.

For the angle, part (c) with w − u = d gives

|u₁w₂ − u₂w₁| ≤ ‖d‖ ‖w‖ ≤ eps ‖w‖.

As a bound on a norm, eps is nonnegative, so c > eps is positive. Then

eps = (eps/c) c ≤ (eps/c) ‖u‖,

and inserting this gives the claim.

The theorem is stated for arbitrary linear maps, with real parts as coordinates; Hermiticity is what makes those coordinates the full expectation values. Its hypotheses `hc` and `hE` range over all unit vectors, as does each conclusion. Step `h5` is the last display.

In a matrix calculation admissible constants follow from eigenvalues and norms. If S is positive definite, its smallest eigenvalue is an admissible c, because ‖u‖ ≥ ⟨x,Sx⟩. If ‖E‖ and ‖F‖ are spectral norms, or upper bounds on them such as Frobenius norms, then eps = √(‖E‖² + ‖F‖²) is admissible. If eps < c, the perturbed pencil is still definite; this alone does not make its eigenvalues accurate. A nearly linearly dependent basis makes this choice of c small.

```lean
/-- If a pencil has Crawford bound `c` and the perturbation has size at most `eps < c` on unit
vectors, the perturbed pencil has Crawford bound `c - eps`, and the sine of the angle between
old and new points is at most `eps / c`, in product form. -/
theorem definite_pencil_perturbation {H S E F : V →ₗ[ℂ] V} {c eps : ℝ}
    (hc : CrawfordBound c H S)
    (hE : ∀ x : V, ‖x‖ = 1 → ‖pencilPoint E F x‖ ≤ eps) (hlt : eps < c) :
    CrawfordBound (c - eps) (H + E) (S + F) ∧
    ∀ x : V, ‖x‖ = 1 →
      |cross (pencilPoint H S x) (pencilPoint (H + E) (S + F) x)| ≤
        eps / c * ‖pencilPoint H S x‖ * ‖pencilPoint (H + E) (S + F) x‖ := by
  constructor
  · intro x hx
    have h1 := hc x hx
    have h2 := hE x hx
    have h3 := norm_sub_le (pencilPoint H S x + pencilPoint E F x) (pencilPoint E F x)
    rw [add_sub_cancel_right] at h3
    rw [pencilPoint_add]
    linarith
  · intro x hx
    have h1 := hc x hx
    have h2 := hE x hx
    have he : 0 ≤ eps := (norm_nonneg _).trans h2
    have hcpos : 0 < c := lt_of_le_of_lt he hlt
    have h3 := abs_cross_le (pencilPoint H S x) (pencilPoint (H + E) (S + F) x)
    have h4 : pencilPoint (H + E) (S + F) x - pencilPoint H S x = pencilPoint E F x := by
      rw [pencilPoint_add, add_sub_cancel_left]
    rw [h4] at h3
    -- the Crawford bound turns the absolute error into a relative one
    have h5 : eps ≤ eps / c * ‖pencilPoint H S x‖ := by
      calc eps = eps / c * c := (div_mul_cancel₀ eps hcpos.ne').symm
        _ ≤ eps / c * ‖pencilPoint H S x‖ :=
          mul_le_mul_of_nonneg_left h1 (div_nonneg he hcpos.le)
    exact h3.trans (mul_le_mul_of_nonneg_right (h2.trans h5) (norm_nonneg _))
```

## (e) Eigenvalues are real quotients

**Task.** Let (H, S) be Hermitian with c > 0, and let Hx = μSx with ‖x‖ = 1. Show that μ is real, that ⟨x,Sx⟩ ≠ 0, and that μ = ⟨x,Hx⟩/⟨x,Sx⟩.

**Solution.** Write a = ⟨x,Hx⟩ and b = ⟨x,Sx⟩, both real by (a). Taking the inner product of the eigenvalue equation with x gives a = μb, that is

a = (Re μ) b,  0 = (Im μ) b.

If b were zero, a would be zero too, and u = 0 would contradict ‖u‖ ≥ c > 0. So b ≠ 0, Im μ = 0 and μ = a/b.

S need not be positive definite here. The statement concerns finite eigenvalues μ and does not claim that any exist. Eigensolvers often return vectors scaled to ⟨x,Sx⟩ = 1; rescaling them to ‖x‖ = 1 leaves the quotient unchanged.

```lean
/-- For a Hermitian pencil with positive Crawford bound, an eigenvalue with unit eigenvector `x`
is real, `⟨x, S x⟩` is nonzero, and the eigenvalue is the quotient `⟨x, H x⟩ / ⟨x, S x⟩`. -/
theorem eigenvalue_real {H S : V →ₗ[ℂ] V} (hH : H.IsSymmetric) (hS : S.IsSymmetric)
    {c : ℝ} (hc : CrawfordBound c H S) (hpos : 0 < c) {x : V} (hx : ‖x‖ = 1) {μ : ℂ}
    (hev : H x = μ • S x) :
    μ.im = 0 ∧ expect S x ≠ 0 ∧ μ.re = expect H x / expect S x := by
  have h : (expect H x : ℂ) = μ * (expect S x : ℂ) := by
    rw [← inner_eq_expect hH, ← inner_eq_expect hS, hev, inner_smul_right]
  have hre := congrArg Complex.re h
  have him := congrArg Complex.im h
  simp only [Complex.ofReal_re, Complex.mul_re, Complex.ofReal_im, mul_zero, sub_zero] at hre
  simp only [Complex.ofReal_re, Complex.mul_im, Complex.ofReal_im, mul_zero, zero_add] at him
  -- otherwise both expectation values vanish, against the Crawford bound
  have hb : expect S x ≠ 0 := by
    intro h0
    have ha : expect H x = 0 := by rw [hre, h0, mul_zero]
    have hz : pencilPoint H S x = 0 := by
      apply Complex.ext <;> simp [pencilPoint, ha, h0]
    have h1 := hc x hx
    rw [hz, norm_zero] at h1
    linarith
  exact ⟨(mul_eq_zero.1 him.symm).resolve_right hb, hb, (eq_div_iff hb).2 hre.symm⟩
```

## (f) Reading off a modulus

**Task.** Show that a + ib has modulus r if r ≥ 0 and a² + b² = r².

**Solution.** The modulus is √(a² + b²) = √(r²) = r, where the last step uses r ≥ 0.

```lean
lemma norm_mk_eq {a b r : ℝ} (hr : 0 ≤ r) (h : a * a + b * b = r ^ 2) :
    ‖(⟨a, b⟩ : ℂ)‖ = r := by
  rw [← Real.sqrt_sq (norm_nonneg (⟨a, b⟩ : ℂ)), Complex.sq_norm, Complex.normSq_mk, h,
    Real.sqrt_sq hr]
```

## (g) The length of u in terms of the Rayleigh quotient

**Task.** With a and b as in (e) and b ≠ 0, show ‖u‖ = |b| √(1 + (a/b)²).

**Solution.** The right side is nonnegative and its square is

b² (1 + a²/b²) = a² + b²,

so (f) applies. The vector x need not be normalized.

```lean
lemma norm_pencilPoint (H S : V →ₗ[ℂ] V) {x : V} (hb : expect S x ≠ 0) :
    ‖pencilPoint H S x‖ = |expect S x| * √(1 + (expect H x / expect S x) ^ 2) := by
  apply norm_mk_eq (by positivity)
  rw [mul_pow, sq_abs, Real.sq_sqrt (by positivity)]
  field_simp
  ring
```

## (h) From the angle to an eigenvalue error

**Task.** Let x be a unit eigenvector of the perturbed Hermitian pencil with eigenvalue μ, and let ρ = ⟨x,Hx⟩/⟨x,Sx⟩ be the unperturbed Rayleigh quotient in the same vector, with ⟨x,Sx⟩ ≠ 0. Show that μ is real and

|ρ − μ| ≤ (eps/c) √(1 + ρ²) √(1 + μ²).

**Solution.** By (d) the perturbed pencil has the positive bound c − eps. Part (e) then makes μ real, b′ = ⟨x,(S+F)x⟩ nonzero, and μ = a′/b′ with a′ = ⟨x,(H+E)x⟩. With a and b the unperturbed values,

u₁w₂ − u₂w₁ = ab′ − ba′ = bb′(ρ − μ).

Inserting this and the lengths from (g) into the angle bound gives

|b| |b′| |ρ − μ| ≤ (eps/c) |b| √(1 + ρ²) |b′| √(1 + μ²),

and the positive factor |b| |b′| cancels. In the proof these steps are `hcross`, the rewriting of `key`, and `le_of_mul_le_mul_left`.

Divided by the two square roots, the left side is the chordal distance between ρ and μ. The bound compares an eigenvalue of the perturbed pencil with a Rayleigh quotient of the original one; it does not pair the eigenvalues of the two pencils. In code, ρ is obtained by inserting the computed eigenvector into more accurate matrices H and S, if these are available.

```lean
/-- Let a Hermitian pencil have Crawford bound `c`, and let a Hermitian perturbation have size at
most `eps < c` on unit vectors. If `x` is a unit eigenvector of the perturbed pencil and `⟨x, S x⟩`
is nonzero, then the eigenvalue is real, and its chordal distance to the unperturbed Rayleigh
quotient of `x` is at most `eps / c`, in product form. -/
theorem eigenvalue_chordal_bound {H S E F : V →ₗ[ℂ] V} (hH : H.IsSymmetric)
    (hS : S.IsSymmetric) (hE : E.IsSymmetric) (hF : F.IsSymmetric) {c eps : ℝ}
    (hc : CrawfordBound c H S)
    (hEF : ∀ x : V, ‖x‖ = 1 → ‖pencilPoint E F x‖ ≤ eps) (hlt : eps < c)
    {x : V} (hx : ‖x‖ = 1) {μ : ℂ} (hev : (H + E) x = μ • (S + F) x)
    (hb : expect S x ≠ 0) :
    μ.im = 0 ∧ |expect H x / expect S x - μ.re| ≤
      eps / c * √(1 + (expect H x / expect S x) ^ 2) * √(1 + μ.re ^ 2) := by
  obtain ⟨hdef, hangle⟩ := definite_pencil_perturbation hc hEF hlt
  obtain ⟨him, hq, hre⟩ :=
    eigenvalue_real (hH.add hE) (hS.add hF) hdef (sub_pos.2 hlt) hx hev
  have key := hangle x hx
  have hcross : cross (pencilPoint H S x) (pencilPoint (H + E) (S + F) x) =
      expect S x * expect (S + F) x *
        (expect H x / expect S x - expect (H + E) x / expect (S + F) x) := by
    simp only [cross, pencilPoint]
    field_simp
  rw [hcross, norm_pencilPoint H S hb, norm_pencilPoint (H + E) (S + F) hq,
    abs_mul, abs_mul] at key
  refine ⟨him, ?_⟩
  rw [hre]
  -- cancel the two overlap factors
  refine le_of_mul_le_mul_left (key.trans (le_of_eq ?_))
    (mul_pos (abs_pos.2 hb) (abs_pos.2 hq))
  ring
```

## (i) Scalar operators give a single point

**Task.** Find the point of the pencil (a·1, b·1) for real a and b.

**Solution.** For a unit vector ⟨x,ax⟩ = a‖x‖² = a, and likewise for b. The point is (a, b) for every unit x.

```lean
lemma pencilPoint_scalar (a b : ℝ) {x : V} (hx : ‖x‖ = 1) :
    pencilPoint (scalarOp a) (scalarOp b) x = ⟨a, b⟩ := by
  apply Complex.ext <;>
    simp [pencilPoint, expect, scalarOp, inner_self_eq_norm_sq_to_K, hx]
```

## (j) The angle bound is attained

**Task.** For c > 0 and 0 ≤ θ < π/2, find operators with eps = c sin θ for which the angle bound is an equality.

**Solution.** Choose scalar operators with

u = (c, 0),
d = (−c sin²θ, c sin θ cos θ).

Then w = (c cos²θ, c sin θ cos θ), which is the foot of the perpendicular from u to the line through the origin at angle θ. The lengths are

‖u‖ = c,  ‖d‖ = c sin θ,  ‖w‖ = c cos θ,

and cos θ > 0 gives sin θ < 1, so eps < c. Finally,

u₁w₂ − u₂w₁ = c² sin θ cos θ = (eps/c) ‖u‖ ‖w‖.

As θ varies, eps/c takes every value in [0, 1), so the factor in (d) cannot be lowered for any of these ratios. The example has S = 0, which is no physical overlap matrix and violates the condition ⟨x,Sx⟩ ≠ 0 of (h); it tests the angle bound alone. In the proof, `hw` computes w, and `nu` and `nw` supply the lengths of u and w through (f).

```lean
/-- For the scalar operators `H`, `S`, `E`, `F` defined in the statement, the perturbation has size
`c sin θ < c` and the angle bound holds with equality in every unit vector. -/
theorem angle_bound_sharp {c θ : ℝ} (hc : 0 < c) (h0 : 0 ≤ θ) (h1 : θ < Real.pi / 2)
    {x : V} (hx : ‖x‖ = 1) :
    let H : V →ₗ[ℂ] V := scalarOp c
    let S : V →ₗ[ℂ] V := scalarOp 0
    let E : V →ₗ[ℂ] V := scalarOp (-(c * Real.sin θ ^ 2))
    let F : V →ₗ[ℂ] V := scalarOp (c * Real.sin θ * Real.cos θ)
    c * Real.sin θ < c ∧ ‖pencilPoint H S x‖ = c ∧ ‖pencilPoint E F x‖ = c * Real.sin θ ∧
    |cross (pencilPoint H S x) (pencilPoint (H + E) (S + F) x)| =
      c * Real.sin θ / c * ‖pencilPoint H S x‖ * ‖pencilPoint (H + E) (S + F) x‖ := by
  intro H S E F
  have hs : 0 ≤ Real.sin θ := Real.sin_nonneg_of_nonneg_of_le_pi h0 (by linarith)
  have hk : 0 < Real.cos θ := Real.cos_pos_of_mem_Ioo ⟨by linarith, h1⟩
  have hsk := Real.sin_sq_add_cos_sq θ
  have hu : pencilPoint H S x = ⟨c, 0⟩ := pencilPoint_scalar _ _ hx
  have hd : pencilPoint E F x = ⟨-(c * Real.sin θ ^ 2), c * Real.sin θ * Real.cos θ⟩ :=
    pencilPoint_scalar _ _ hx
  -- the perturbed point is the foot of the perpendicular from u
  have hw : pencilPoint (H + E) (S + F) x =
      ⟨c * Real.cos θ ^ 2, c * Real.sin θ * Real.cos θ⟩ := by
    rw [pencilPoint_add, hu, hd]
    apply Complex.ext
    · simp only [Complex.add_re]
      linear_combination (-c) * hsk
    · simp only [Complex.add_im]
      ring
  have nu : ‖(⟨c, 0⟩ : ℂ)‖ = c := norm_mk_eq hc.le (by ring)
  have nw : ‖(⟨c * Real.cos θ ^ 2, c * Real.sin θ * Real.cos θ⟩ : ℂ)‖ = c * Real.cos θ :=
    norm_mk_eq (by positivity) (by linear_combination (c ^ 2 * Real.cos θ ^ 2) * hsk)
  refine ⟨?_, by rw [hu, nu], ?_, ?_⟩
  · have hlt : Real.sin θ < 1 := by nlinarith [pow_pos hk 2]
    nlinarith
  · rw [hd]
    exact norm_mk_eq (by positivity) (by linear_combination (c ^ 2 * Real.sin θ ^ 2) * hsk)
  · rw [hu, hw, nu, nw, mul_div_cancel_left₀ _ hc.ne']
    have hx' : cross ⟨c, 0⟩ ⟨c * Real.cos θ ^ 2, c * Real.sin θ * Real.cos θ⟩ =
        Real.sin θ * c * (c * Real.cos θ) := by
      simp only [cross]
      ring
    rw [hx', abs_of_nonneg (by positivity)]

end

end DefinitePencil
```

```lean
#print axioms DefinitePencil.definite_pencil_perturbation
#print axioms DefinitePencil.eigenvalue_chordal_bound
#print axioms DefinitePencil.angle_bound_sharp
```

```
'DefinitePencil.definite_pencil_perturbation' depends on axioms: [propext, Classical.choice, Quot.sound]
'DefinitePencil.eigenvalue_chordal_bound' depends on axioms: [propext, Classical.choice, Quot.sound]
'DefinitePencil.angle_bound_sharp' depends on axioms: [propext, Classical.choice, Quot.sound]
```
